# Radial oscillator solutions give radial Coulomb solutions under s = √r

The theorem `oscillator_to_coulomb` turns a solution of a radial oscillator equation into a solution of the radial Coulomb equation. If −w''/2 + [M(M+1)/(2s²) + κs²/2]w = 4Zw for s > 0, with M = 2L + 1/2 and κ = −8E, then u(r) = r^(1/4) w(√r) satisfies −u''/2 + [L(L+1)/(2r²) − Z/r]u = Eu for r > 0. Here L, Z and E are any real numbers, and no boundary condition or normalisation is imposed on w or u. The attempt writes down the first and second derivatives of u, checks them with the chain, product and quotient rules, and then substitutes the oscillator equation.

This version doesn't compile in Lean 4 with Mathlib:

```lean
import Mathlib

open Filter Topology

namespace CoulombOscillator

noncomputable section

/-- The function `u` is twice differentiable on `r > 0` and satisfies the radial
Schrödinger equation `-u''/2 + V u = E u` there. -/
def SolvesRadial (V : ℝ → ℝ) (E : ℝ) (u : ℝ → ℝ) : Prop :=
  ∃ p q : ℝ → ℝ, ∀ r : ℝ, 0 < r →
    HasDerivAt u (p r) r ∧ HasDerivAt p (q r) r ∧ -(q r) / 2 + V r * u r = E * u r

/-- Coulomb potential `-Z/r` with the centrifugal term of angular parameter `L`, for `r > 0`. -/
def coulombPotential (L Z r : ℝ) : ℝ := L * (L + 1) / (2 * r ^ 2) - Z / r

/-- Harmonic potential of spring constant `κ` with the centrifugal term of angular
parameter `M`, for `s > 0`. -/
def oscillatorPotential (M κ s : ℝ) : ℝ := M * (M + 1) / (2 * s ^ 2) + κ / 2 * s ^ 2

/-- If `w` solves the oscillator equation with `M = 2L + 1/2`, spring constant `-8E` and
energy `4Z`, then `r^(1/4) w(√r)` solves the Coulomb equation. -/
theorem oscillator_to_coulomb {L Z E : ℝ} {w : ℝ → ℝ}
    (h : SolvesRadial (oscillatorPotential (2 * L + 1 / 2) (-8 * E)) (4 * Z) w) :
    SolvesRadial (coulombPotential L Z) E (fun r => √(√r) * w (√r)) := by
  obtain ⟨p, q, H⟩ := h
  refine ⟨fun r => w (√r) / (4 * √(√r) ^ 3) + p (√r) / (2 * √(√r)),
    fun r => q (√r) / (4 * √(√r) ^ 3) - 3 * w (√r) / (16 * √(√r) ^ 7), fun r hr => ?_⟩
  have hs : 0 < √r := Real.sqrt_pos.2 hr
  have ha : √(√r) ≠ 0 := (Real.sqrt_pos.2 hs).ne'
  obtain ⟨h1, h2, h3⟩ := H (√r) hs
  have hR : HasDerivAt (fun x : ℝ => √x) (1 / (2 * √(√r) ^ 2)) r := by
    rw [Real.sq_sqrt hs.le]
    exact Real.hasDerivAt_sqrt hr.ne'
  have hA : HasDerivAt (fun x : ℝ => √(√x)) (1 / (2 * √(√r)) * (1 / (2 * √(√r) ^ 2))) r :=
    (Real.hasDerivAt_sqrt hs.ne').comp r hR
  have hw : HasDerivAt (fun x => w (√x)) (p (√r) * (1 / (2 * √(√r) ^ 2))) r := h1.comp r hR
  have hp : HasDerivAt (fun x => p (√x)) (q (√r) * (1 / (2 * √(√r) ^ 2))) r := h2.comp r hR
  refine ⟨(hA.fun_mul hw).congr_deriv (by field), ?_, ?_⟩
  · have hd := (hw.fun_div ((hA.fun_pow 3).const_mul 4) (by positivity)).fun_add
      (hp.fun_div (hA.const_mul 2) (by positivity))
    exact hd.congr_deriv (by norm_num; field)
  · -- insert the oscillator equation at `s = √r`
    have hQ : q (√r) =
        2 * (oscillatorPotential (2 * L + 1 / 2) (-8 * E) (√r) - 4 * Z) * w (√r) := by
      linear_combination (-2) * h3
    simp only [hQ, coulombPotential, oscillatorPotential]
    generalize w (√r) = W
    obtain ⟨a, ha0, rfl⟩ : ∃ a : ℝ, 0 < a ∧ r = (a ^ 2) ^ 2 :=
      ⟨√(√r), Real.sqrt_pos.2 hs, by rw [Real.sq_sqrt hs.le, Real.sq_sqrt hr.le]⟩
    rw [Real.sqrt_sq (sq_nonneg a), Real.sqrt_sq ha0.le]
    field

end

end CoulombOscillator
```

Messages:

```
Try this:
  [apply] field_simp
Main.lean:43:26: error: unsolved goals
L Z E : ℝ
w p q : ℝ → ℝ
H :
  ∀ (r : ℝ),
    0 < r →
      HasDerivAt w (p r) r ∧
        HasDerivAt p (q r) r ∧ -q r / 2 + oscillatorPotential (2 * L + 1 / 2) (-8 * E) r * w r = 4 * Z * w r
r : ℝ
hr : 0 < r
hs : 0 < √r
ha : √√r ≠ 0
h1 : HasDerivAt w (p √r) √r
h2 : HasDerivAt p (q √r) √r
h3 : -q √r / 2 + oscillatorPotential (2 * L + 1 / 2) (-8 * E) √r * w √r = 4 * Z * w √r
hR : HasDerivAt (fun x => √x) (1 / (2 * √√r ^ 2)) r
hA : HasDerivAt (fun x => √√x) (1 / (2 * √√r) * (1 / (2 * √√r ^ 2))) r
hw : HasDerivAt (fun x => w √x) (p √r * (1 / (2 * √√r ^ 2))) r
hp : HasDerivAt (fun x => p √x) (q √r * (1 / (2 * √√r ^ 2))) r
hd :
  HasDerivAt (fun i => w √i / (4 * √√i ^ 3) + p √i / (2 * √√i))
    ((p √r * (1 / (2 * √√r ^ 2)) * (4 * √√r ^ 3) -
          w √r * (4 * (↑3 * √√r ^ (3 - 1) * (1 / (2 * √√r) * (1 / (2 * √√r ^ 2)))))) /
        (4 * √√r ^ 3) ^ 2 +
      (q √r * (1 / (2 * √√r ^ 2)) * (2 * √√r) - p √r * (2 * (1 / (2 * √√r) * (1 / (2 * √√r ^ 2))))) / (2 * √√r) ^ 2)
    r
⊢ (2 * (p √r * 2 * √√r ^ 4 - √r * w √r * 3) + 4 * √√r ^ 4 * (2 * √√r ^ 2 * q √r - p √r)) * 16 =
    √r * 2 ^ 3 * (√√r ^ 4 * q √r * 16 - 4 * w √r * 3)
```

The error is in the check of the second derivative. `hd` supplies a derivative by the quotient rule, and what remains is to show that it equals the stated formula. The suggestion to use `field_simp` comes with the failure of `field` to close that goal.

In `hd`, the algebra is written in powers of `√√r`; `√r` occurs only as an argument of `w`, `p` and `q`. `norm_num` also simplifies `√√r ^ 2` to `√r`, so the remaining goal has `√r` as a factor beside `√√r ^ 4`. The equation is still true, but proving it needs the relation `√√r ^ 2 = √r`. `field` treats the two roots as unrelated quantities and does not use that relation.

The repair replaces `norm_num` with a `simp only` call that does just the numerical tidying: `Nat.cast_ofNat` turns the cast `↑3` into the numeral `3`, and `Nat.reduceSub` turns the exponent `3 - 1` into `2`. The powers of `√√r` are left alone, and `field` can prove the identity with `√√r` as a single nonzero quantity.

This version goes through:

```diff
@@ -41,5 +41,5 @@
   · have hd := (hw.fun_div ((hA.fun_pow 3).const_mul 4) (by positivity)).fun_add
       (hp.fun_div (hA.const_mul 2) (by positivity))
-    exact hd.congr_deriv (by norm_num; field)
+    exact hd.congr_deriv (by simp only [Nat.cast_ofNat, Nat.reduceSub]; field)
   · -- insert the oscillator equation at `s = √r`
     have hQ : q (√r) =
```
